# The mixing threshold for linear Thomas–Fermi screening in a periodic cell, and its $L^{-2}$ decay

## Choosing the mixing parameter

A self-consistent density calculation with simple linear mixing uses a fixed mixing parameter $a$, the fraction of the old density that each step replaces by the newly computed one. A value that works in a short cell can fail in a longer one. For linear Thomas–Fermi screening with finitely many Fourier modes in a cell of length $L$, the limit on $a$ can be found exactly, and it shows charge sloshing, the growth of long-wave density errors, in a model with a single material constant.

## Density, potential and response

Let $M$ be the number of modes. The modes $m=0,\dots,M-1$ have wave numbers $q_m=2\pi(m+1)/L$, and complex amplitudes $c_m$ describe the real density change

$$n(x)=\sum_m \mathrm{Re}\,(c_m e^{iq_mx}).$$

There is no uniform component, so the total charge stays fixed. Here $n$ is the change in the number density of electrons, and every potential is the potential energy of an electron. In Gaussian units with $e=1$, the Hartree potential has amplitudes $4\pi c_m/q_m^2$. Two derivatives multiply each amplitude by $(iq_m)^2=-q_m^2$, which gives Poisson's equation $V''=-4\pi n$.

A potential with amplitudes $V_m$ induces the density $-(k^2/4\pi)V_m$. This response is postulated. The constant $k$ is the Thomas–Fermi screening wave number, and $k^2/4\pi$ stands for the change of electron density per change of chemical potential in the uniform gas.

## The screened density and the error factor

Let $u_m$ be the amplitudes of the external potential and $b_m=-(k^2/4\pi)u_m$ the bare response. The response to the external plus Hartree potential is

$$F(c)_m=-\frac{k^2}{4\pi}\left(u_m+\frac{4\pi}{q_m^2}c_m\right)=b_m-\frac{k^2}{q_m^2}c_m .$$

A self-consistent density $s=F(s)$ satisfies $s_m(1+k^2/q_m^2)=b_m$, hence

$$s_m=w_mb_m,\qquad w_m=\frac{q_m^2}{q_m^2+k^2}.$$

Linear mixing takes $c$ to $c'=(1-a)c+aF(c)$. Subtracting $s=(1-a)s+aF(s)$ gives

$$c'_m-s_m=r_m(c_m-s_m),\qquad r_m=1-a\left(1+\frac{k^2L^2}{4\pi^2(m+1)^2}\right).$$

After $n$ steps the error is $r_m^n$ times the initial one.

## Convergence and the long-cell limit

Let $a>0$ and $M\ge1$, and define

$$a_*=\frac{2}{1+k^2L^2/(4\pi^2)}.$$

All $r_m$ are below $1$, and the smallest is $r_0$, which belongs to the longest wave. If $a<a_*$, then $r_0>-1$, so every $|r_m|<1$ and the iterates converge to $s$.

If $a\ge a_*$, then $r_0\le-1$. Start with an error of $1$ in every mode. In mode $0$, successive iterates differ by

$$|r_0^{n+1}-r_0^n|=|r_0|^n\,|r_0-1|\ge 2,$$

whereas in a convergent sequence these differences tend to zero. So the iteration converges from every start exactly when $a<a_*$.

For $k>0$,

$$L^2a_*=\frac{2}{L^{-2}+k^2/(4\pi^2)}\longrightarrow\frac{8\pi^2}{k^2}\qquad(L\to\infty),$$

so the threshold falls as $L^{-2}$ in long cells.

## Three modes with numbers

Take $M=3$, $k=1$ and $L=6\pi$, so that $k^2L^2/(4\pi^2)=9$ and $a_*=2/10=0.2$.

| $a$ | $r_0$ | $r_1$ | $r_2$ |
|---|---|---|---|
| $0.15$ | $-0.5$ | $0.5125$ | $0.7$ |
| $0.3$ | $-2$ | $0.025$ | $0.4$ |

At $a=0.3$ the two shorter waves still converge, while a unit error in the longest runs through $1,-2,4,-8,\dots$. Doubling $L$ lowers the threshold to $2/37\approx0.054$.

## Kerker preconditioning

Multiply the residual by $w_m$ before it is added: $c'_m=c_m+a\,w_m(F(c)_m-c_m)$. Since $F(c)_m-c_m=-(1+k^2/q_m^2)(c_m-s_m)=-(c_m-s_m)/w_m$, every error is multiplied by $1-a$, whatever the mode or cell length. The preconditioner here contains the same $k$ as the response, so it fits the model exactly.

## Reading the Lean statements

Amplitudes are functions `Fin M → ℂ`, and `field` turns them into the real function $n(x)$. The functions `hartree`, `tfDensity` and `scfStep` are the Hartree potential, the response and the mixing step; `screened`, `invDielectric`, `multiplier` and `maxStep` are $s$, $w_m$, $r_m$ and $a_*$.

The main theorem, `scf_converges_iff`, assumes `0 < M`, `0 < L` and `0 < a`, and holds for each external potential `u`. Its left side says that for every start `c` the iterates `(scfStep a k L u)^[n] c` have some limit `l`; its right side is `a < maxStep k L`. The theorem `tendsto_screened` identifies the limit as the screened density. Here $k$ may be any real number, whereas `maxStep_scaling` assumes `0 < k`; its limit fails at $k=0$, where the threshold is $2$ for every $L$.

With no modes there is nothing to diverge, so the equivalence needs $M\ge1$. A negative $a$ lies below the threshold although errors grow, so it also needs $a\ge0$. At $a=0$ the equivalence still holds, but only because the density never moves from its start; the theorem leaves this case out.

The model varies in one direction only and has a fixed linear response. It leaves out exchange, correlation, gradient corrections and the nonlinear Thomas–Fermi relation between density and potential.

```lean
import Mathlib

open Filter Topology
open scoped Real

namespace ThomasFermiSloshing

noncomputable section

variable {M : ℕ}

/-- Wave number `2π(m+1)/L` of the mode with index `m = 0, ..., M-1` in a periodic cell of
length `L > 0`. -/
def waveNumber (L : ℝ) (m : Fin M) : ℝ := 2 * π * ((m : ℕ) + 1) / L

/-- The real field in the cell with complex Fourier amplitudes `c`: the sum over modes of the
real part of `c m * exp (i q x)`, for `L > 0`. -/
def field (L : ℝ) (c : Fin M → ℂ) (x : ℝ) : ℝ :=
  ∑ m, ((c m).re * Real.cos (waveNumber L m * x) - (c m).im * Real.sin (waveNumber L m * x))

/-- Amplitudes `4π c / q²` of the Hartree potential of the density `c`, for `L > 0`. -/
def hartree (L : ℝ) (c : Fin M → ℂ) : Fin M → ℂ :=
  fun m => ((4 * π / waveNumber L m ^ 2 : ℝ) : ℂ) * c m

/-- Linear Thomas-Fermi response: the potential `V` induces the density `-(k²/4π) V`. -/
def tfDensity (k : ℝ) (V : Fin M → ℂ) : Fin M → ℂ :=
  fun m => -(((k ^ 2 / (4 * π) : ℝ) : ℂ) * V m)

/-- Inverse Thomas-Fermi dielectric function `q²/(q² + k²)`, for `L > 0`. -/
def invDielectric (k L : ℝ) (m : Fin M) : ℝ :=
  waveNumber L m ^ 2 / (waveNumber L m ^ 2 + k ^ 2)

/-- The screened density in the external potential `u`: the bare response times the inverse
dielectric function, for `L > 0`. -/
def screened (k L : ℝ) (u : Fin M → ℂ) : Fin M → ℂ :=
  fun m => (invDielectric k L m : ℂ) * tfDensity k u m

/-- One step of linear mixing: a fraction `a` of the density is replaced by the response to the
external potential `u` plus the Hartree potential, for `L > 0`. -/
def scfStep (a k L : ℝ) (u c : Fin M → ℂ) : Fin M → ℂ :=
  fun m => (1 - (a : ℂ)) * c m + (a : ℂ) * tfDensity k (u + hartree L c) m

/-- One step of mixing in which the residual is first multiplied by the inverse dielectric
function (Kerker preconditioning), for `L > 0`. -/
def kerkerStep (a k L : ℝ) (u c : Fin M → ℂ) : Fin M → ℂ :=
  fun m => c m + (a : ℂ) * (invDielectric k L m : ℂ) *
    (tfDensity k (u + hartree L c) m - c m)

/-- The number `1 - a (1 + k²L²/(4π²(m+1)²))` belonging to the mode with index `m`. -/
def multiplier (a k L : ℝ) (m : Fin M) : ℝ :=
  1 - a * (1 + k ^ 2 * L ^ 2 / (4 * π ^ 2 * ((m : ℕ) + 1) ^ 2))

/-- The threshold `2/(1 + k²L²/(4π²))` for the mixing parameter. -/
def maxStep (k L : ℝ) : ℝ := 2 / (1 + k ^ 2 * L ^ 2 / (4 * π ^ 2))

/-- Differentiating a field in the cell multiplies each Fourier amplitude by `i q`. -/
theorem field_hasDerivAt (L : ℝ) (c : Fin M → ℂ) (x : ℝ) :
    HasDerivAt (field L c)
      (field L (fun m => Complex.I * (waveNumber L m : ℂ) * c m) x) x := by
  unfold field
  apply HasDerivAt.fun_sum
  intro m _
  have h : HasDerivAt (fun y : ℝ => waveNumber L m * y) (waveNumber L m) x := by
    simpa using (hasDerivAt_id x).const_mul (waveNumber L m)
  refine ((h.cos.const_mul (c m).re).fun_sub (h.sin.const_mul (c m).im)).congr_deriv ?_
  simp only [Complex.mul_re, Complex.mul_im, Complex.I_re, Complex.I_im,
    Complex.ofReal_re, Complex.ofReal_im]
  ring

/-- In a cell of length `L > 0` every wave number is positive. -/
theorem waveNumber_pos {L : ℝ} (hL : 0 < L) (m : Fin M) : 0 < waveNumber L m := by
  unfold waveNumber
  positivity

/-- In a cell of length `L > 0` the Hartree potential `V` of the density `n` solves Poisson's
equation `V'' = -4π n`. -/
theorem poisson {L : ℝ} (hL : 0 < L) (c : Fin M → ℂ) (x : ℝ) :
    HasDerivAt (deriv (field L (hartree L c))) (-(4 * π) * field L c x) x := by
  have h1 : deriv (field L (hartree L c)) =
      field L (fun m => Complex.I * (waveNumber L m : ℂ) * hartree L c m) :=
    funext fun y => (field_hasDerivAt L _ y).deriv
  rw [h1]
  refine (field_hasDerivAt L _ x).congr_deriv ?_
  unfold field
  rw [Finset.mul_sum]
  refine Finset.sum_congr rfl fun m _ => ?_
  have hq := (waveNumber_pos hL m).ne'
  have e : (waveNumber L m : ℂ) ^ 2 * ((4 * π / waveNumber L m ^ 2 : ℝ) : ℂ)
      = ((4 * π : ℝ) : ℂ) := by
    rw [← Complex.ofReal_pow, ← Complex.ofReal_mul, mul_div_cancel₀ _ (pow_ne_zero 2 hq)]
  -- two derivatives give `-q²`, which cancels the Coulomb kernel
  have key : Complex.I * (waveNumber L m : ℂ) *
      (Complex.I * (waveNumber L m : ℂ) * hartree L c m) = -(((4 * π : ℝ) : ℂ) * c m) := by
    simp only [hartree]
    linear_combination ((waveNumber L m : ℂ) ^ 2 *
      ((4 * π / waveNumber L m ^ 2 : ℝ) : ℂ) * c m) * Complex.I_sq - c m * e
  simp only [key, Complex.neg_re, Complex.neg_im, Complex.re_ofReal_mul, Complex.im_ofReal_mul]
  ring

/-- For `L > 0` the inverse dielectric function `w` satisfies
`w + (k²/4π) (4π/q²) w = 1`. -/
theorem invDielectric_identity (k : ℝ) {L : ℝ} (hL : 0 < L) (m : Fin M) :
    (invDielectric k L m : ℂ) + ((k ^ 2 / (4 * π) : ℝ) : ℂ) *
      ((4 * π / waveNumber L m ^ 2 : ℝ) : ℂ) * (invDielectric k L m : ℂ) = 1 := by
  have hq := waveNumber_pos hL m
  have hd : waveNumber L m ^ 2 + k ^ 2 ≠ 0 := by positivity
  have hp := Real.pi_ne_zero
  have h : invDielectric k L m + k ^ 2 / (4 * π) * (4 * π / waveNumber L m ^ 2) *
      invDielectric k L m = 1 := by
    unfold invDielectric
    field_simp
  rw [← Complex.ofReal_mul, ← Complex.ofReal_mul, ← Complex.ofReal_add, h, Complex.ofReal_one]

/-- For `L > 0` the screened density is self-consistent: it is the Thomas-Fermi response to the
external potential plus its own Hartree potential. -/
theorem screened_selfConsistent (k : ℝ) {L : ℝ} (hL : 0 < L) (u : Fin M → ℂ) (m : Fin M) :
    tfDensity k (u + hartree L (screened k L u)) m = screened k L u m := by
  simp only [tfDensity, hartree, screened, Pi.add_apply]
  linear_combination (((k ^ 2 / (4 * π) : ℝ) : ℂ) * u m) * invDielectric_identity k hL m

/-- For `L > 0` a step of linear mixing multiplies the error in the mode with index `m` by
`1 - a (1 + k²L²/(4π²(m+1)²))`. -/
theorem scfStep_error (a k : ℝ) {L : ℝ} (hL : 0 < L) (u c : Fin M → ℂ) (m : Fin M) :
    scfStep a k L u c m - screened k L u m =
      (multiplier a k L m : ℂ) * (c m - screened k L u m) := by
  have hs := screened_selfConsistent k hL u m
  have e : ((k ^ 2 / (4 * π) : ℝ) : ℂ) * ((4 * π / waveNumber L m ^ 2 : ℝ) : ℂ) =
      ((k ^ 2 * L ^ 2 / (4 * π ^ 2 * ((m : ℕ) + 1) ^ 2) : ℝ) : ℂ) := by
    have hp := Real.pi_ne_zero
    have hm : ((m : ℕ) : ℝ) + 1 ≠ 0 := by positivity
    rw [← Complex.ofReal_mul]
    congr 1
    unfold waveNumber
    field_simp
    ring
  simp only [tfDensity, hartree, Pi.add_apply] at hs
  simp only [scfStep, tfDensity, hartree, Pi.add_apply, multiplier, Complex.ofReal_sub,
    Complex.ofReal_mul, Complex.ofReal_add, Complex.ofReal_one]
  linear_combination (a : ℂ) * hs - (a : ℂ) * (c m - screened k L u m) * e

/-- For `L > 0`, `n` steps of linear mixing multiply the error in each mode by the `n`-th power
of its multiplier. -/
theorem iterate_error (a k : ℝ) {L : ℝ} (hL : 0 < L) (u c : Fin M → ℂ) (n : ℕ) (m : Fin M) :
    (scfStep a k L u)^[n] c m - screened k L u m =
      (multiplier a k L m : ℂ) ^ n * (c m - screened k L u m) := by
  induction n with
  | zero => simp
  | succ n ih =>
    rw [Function.iterate_succ_apply', scfStep_error a k hL, ih, pow_succ]
    ring

/-- For `L > 0` and a mixing parameter `0 < a < 2/(1 + k²L²/(4π²))`, linear mixing converges
from every start to the screened density. -/
theorem tendsto_screened {a k L : ℝ} (hL : 0 < L) (ha : 0 < a) (h : a < maxStep k L)
    (u c : Fin M → ℂ) :
    Tendsto (fun n => (scfStep a k L u)^[n] c) atTop (𝓝 (screened k L u)) := by
  refine tendsto_pi_nhds.2 fun m => ?_
  have h2 : a * (1 + k ^ 2 * L ^ 2 / (4 * π ^ 2)) < 2 :=
    (lt_div_iff₀ (by positivity)).1 h
  -- no mode has a larger `k²/q²` than the longest wave
  have hm : (1 : ℝ) ≤ (((m : ℕ) : ℝ) + 1) ^ 2 := by
    have : (0 : ℝ) ≤ ((m : ℕ) : ℝ) := Nat.cast_nonneg _
    nlinarith
  have hg : k ^ 2 * L ^ 2 / (4 * π ^ 2 * (((m : ℕ) : ℝ) + 1) ^ 2) ≤
      k ^ 2 * L ^ 2 / (4 * π ^ 2) :=
    div_le_div_of_nonneg_left (by positivity) (by positivity)
      (le_mul_of_one_le_right (by positivity) hm)
  have hr : |multiplier a k L m| < 1 := by
    have h3 := mul_le_mul_of_nonneg_left hg ha.le
    have h4 : 0 < a * (1 + k ^ 2 * L ^ 2 / (4 * π ^ 2 * (((m : ℕ) : ℝ) + 1) ^ 2)) := by
      positivity
    unfold multiplier
    rw [abs_lt]
    constructor <;> linarith
  have t := tendsto_pow_atTop_nhds_zero_of_norm_lt_one
    (x := (multiplier a k L m : ℂ)) (by rwa [Complex.norm_real, Real.norm_eq_abs])
  have t2 := (t.mul_const (c m - screened k L u m)).add_const (screened k L u m)
  rw [zero_mul, zero_add] at t2
  refine t2.congr fun n => ?_
  rw [← iterate_error a k hL, sub_add_cancel]

/-- With at least one mode, `L > 0` and `a > 0`, linear mixing of the Thomas-Fermi density
converges from every start if and only if `a < 2/(1 + k²L²/(4π²))`. -/
theorem scf_converges_iff {a k L : ℝ} (hM : 0 < M) (hL : 0 < L) (ha : 0 < a)
    (u : Fin M → ℂ) :
    (∀ c, ∃ l, Tendsto (fun n => (scfStep a k L u)^[n] c) atTop (𝓝 l)) ↔
      a < maxStep k L := by
  refine ⟨fun h => ?_, fun h c => ⟨_, tendsto_screened hL ha h u c⟩⟩
  by_contra hn
  have h2 : 2 ≤ a * (1 + k ^ 2 * L ^ 2 / (4 * π ^ 2)) :=
    (div_le_iff₀ (by positivity)).1 (not_lt.1 hn)
  have hr : multiplier a k L (⟨0, hM⟩ : Fin M) ≤ -1 := by
    have e : multiplier a k L (⟨0, hM⟩ : Fin M) =
        1 - a * (1 + k ^ 2 * L ^ 2 / (4 * π ^ 2)) := by
      simp [multiplier]
    linarith
  -- start with a unit error: successive iterates stay at least 2 apart in the longest wave
  obtain ⟨l, hl⟩ := h (fun m => screened k L u m + 1)
  have h0 := tendsto_pi_nhds.1 hl ⟨0, hM⟩
  have hdiff := ((h0.comp (tendsto_add_atTop_nat 1)).sub h0).norm
  have hb : ∀ n : ℕ, (2 : ℝ) ≤
      ‖(scfStep a k L u)^[n + 1] (fun m => screened k L u m + 1) ⟨0, hM⟩ -
        (scfStep a k L u)^[n] (fun m => screened k L u m + 1) ⟨0, hM⟩‖ := by
    intro n
    have e1 := iterate_error a k hL u (fun m => screened k L u m + 1) n ⟨0, hM⟩
    have e2 := iterate_error a k hL u (fun m => screened k L u m + 1) (n + 1) ⟨0, hM⟩
    simp only [add_sub_cancel_left, mul_one] at e1 e2
    generalize multiplier a k L (⟨0, hM⟩ : Fin M) = r at hr e1 e2
    have e3 : (scfStep a k L u)^[n + 1] (fun m => screened k L u m + 1) ⟨0, hM⟩ -
        (scfStep a k L u)^[n] (fun m => screened k L u m + 1) ⟨0, hM⟩ =
        ((r ^ n * (r - 1) : ℝ) : ℂ) := by
      push_cast
      linear_combination e2 - e1
    rw [e3, Complex.norm_real, Real.norm_eq_abs, abs_mul, abs_pow]
    have h3 : 1 ≤ |r| ^ n := one_le_pow₀ (by rw [abs_of_neg (by linarith)]; linarith)
    have h4 : 2 ≤ |r - 1| := by rw [abs_of_neg (by linarith)]; linarith
    nlinarith
  have h5 := ge_of_tendsto' hdiff hb
  rw [sub_self, norm_zero] at h5
  linarith

/-- For `k > 0` the threshold shrinks as `L⁻²`: `L²` times it tends to `8π²/k²` as the cell
grows. -/
theorem maxStep_scaling {k : ℝ} (hk : 0 < k) :
    Tendsto (fun L : ℝ => L ^ 2 * maxStep k L) atTop (𝓝 (8 * π ^ 2 / k ^ 2)) := by
  have hp := Real.pi_pos
  have t : Tendsto (fun L : ℝ => (L ^ 2)⁻¹) atTop (𝓝 0) :=
    tendsto_inv_atTop_zero.comp (tendsto_pow_atTop two_ne_zero)
  have t2 := (tendsto_const_nhds (x := (2 : ℝ))).div (t.add_const (k ^ 2 / (4 * π ^ 2)))
    (by positivity)
  have e : 2 / (0 + k ^ 2 / (4 * π ^ 2)) = 8 * π ^ 2 / k ^ 2 := by
    rw [zero_add, div_div_eq_mul_div]
    ring
  rw [e] at t2
  refine t2.congr' ?_
  filter_upwards [eventually_gt_atTop (0 : ℝ)] with L hL
  have h1 : 1 + k ^ 2 * L ^ 2 / (4 * π ^ 2) =
      L ^ 2 * ((L ^ 2)⁻¹ + k ^ 2 / (4 * π ^ 2)) := by
    rw [mul_add, mul_inv_cancel₀ (by positivity)]
    ring
  have h2 : (L ^ 2)⁻¹ + k ^ 2 / (4 * π ^ 2) ≠ 0 := by positivity
  simp only [maxStep, Pi.div_apply]
  rw [h1, ← mul_div_assoc, mul_div_mul_left _ _ (by positivity)]

/-- For `L > 0` a Kerker-preconditioned step multiplies the error in every mode by the same
factor `1 - a`. -/
theorem kerkerStep_error (a k : ℝ) {L : ℝ} (hL : 0 < L) (u c : Fin M → ℂ) (m : Fin M) :
    kerkerStep a k L u c m - screened k L u m =
      (1 - (a : ℂ)) * (c m - screened k L u m) := by
  have hs := screened_selfConsistent k hL u m
  simp only [tfDensity, hartree, Pi.add_apply] at hs
  simp only [kerkerStep, tfDensity, hartree, Pi.add_apply]
  linear_combination (a : ℂ) * (invDielectric k L m : ℂ) * hs -
    (a : ℂ) * (c m - screened k L u m) * invDielectric_identity k hL m

end

end ThomasFermiSloshing
```

```lean
#print axioms ThomasFermiSloshing.screened_selfConsistent
-- 'ThomasFermiSloshing.screened_selfConsistent' depends on axioms: [propext, Classical.choice, Quot.sound]
#print axioms ThomasFermiSloshing.scf_converges_iff
-- 'ThomasFermiSloshing.scf_converges_iff' depends on axioms: [propext, Classical.choice, Quot.sound]
#print axioms ThomasFermiSloshing.maxStep_scaling
-- 'ThomasFermiSloshing.maxStep_scaling' depends on axioms: [propext, Classical.choice, Quot.sound]
#print axioms ThomasFermiSloshing.kerkerStep_error
-- 'ThomasFermiSloshing.kerkerStep_error' depends on axioms: [propext, Classical.choice, Quot.sound]
```

## From Poisson's equation to the error factor in Lean

`field_hasDerivAt` differentiates the Fourier sum term by term. `poisson` applies it twice; its step `key` shows that $(iq_m)^2$ cancels the $1/q_m^2$ of the Hartree potential and leaves $-4\pi c_m$.

`invDielectric_identity` is the relation $w_m(1+k^2/q_m^2)=1$. Multiplied by the bare response, it gives `screened_selfConsistent`. In `scfStep_error`, `hs` is this self-consistency and `e` rewrites $k^2/q_m^2$ in terms of $L$; `linear_combination` then carries out the subtraction that produced $r_m$. `iterate_error` obtains the power $r_m^n$ by induction.

## The two directions of the equivalence in Lean

`tendsto_screened` works mode by mode through `tendsto_pi_nhds`. The step `hg` says that no mode has a larger $k^2/q_m^2$ than the longest wave, `hr` concludes $|r_m|<1$, and the powers tend to zero.

For the converse, `scf_converges_iff` assumes that $a$ is not below the threshold and derives $r_0\le-1$. It applies the convergence hypothesis to the start $s_m+1$. The step `hdiff` says that the norm of successive differences tends to that of $l_0-l_0$, which is zero, while `hb` bounds it below by $2$. `ge_of_tendsto'` carries the bound to the limit, which gives the contradiction $2\le0$.

`maxStep_scaling` takes the limit of $2/(L^{-2}+k^2/(4\pi^2))$ and identifies this expression with $L^2a_*$ for $L>0$. `kerkerStep_error` combines self-consistency with the identity for $w_m$ to obtain the factor $1-a$ for one step.
